# Strictly positive entries of the Gibbs state of a finite, connected stoquastic Hamiltonian

## Reading Boltzmann weights as probabilities

A discrete-time path-integral Monte Carlo calculation at inverse temperature $b = 1/k_BT > 0$ starts by cutting the Boltzmann operator $e^{-bH}$ of a Hamiltonian matrix $H$ into $M$ equal slices of width $\tau = b/M$. Writing out the matrix products turns the partition function $Z = \operatorname{Tr} e^{-bH}$ into a sum over closed sequences of basis states,
$$Z = \sum_{i_0,\dots,i_{M-1}} \prod_{m=0}^{M-1} \left(e^{-\tau H}\right)_{i_m i_{m+1}}, \qquad i_M = i_0 .$$
The next step is to treat each product, divided by $Z$, as the probability of a sequence and to sample it. That step needs every such product to be nonnegative, which is guaranteed when all entries of $e^{-\tau H}$ are nonnegative. This condition is sufficient but not necessary: for two states with $H_{01} = H_{10} = +1$ and zero diagonal the off-diagonal entries are $-\sinh\tau < 0$, yet every closed sequence changes state an even number of times, so all products are nonnegative. For a finite real matrix whose off-diagonal entries are nonpositive the entries of $e^{-\tau H}$ are nonnegative, and one can say exactly which of them are nonzero. The slicing formula is motivation and is not among the theorems below, which concern the exact exponential on a finite basis and no approximate short-time factorisation.

## The sign condition and connectedness

Let $H$ be a real matrix indexed by a finite nonempty set of basis states. It is called stoquastic here if $H_{ij} \le 0$ whenever $i \ne j$. A physical Hamiltonian with real entries is also symmetric; symmetry is kept as a separate hypothesis and is used only where it is stated. Physically, every amplitude for going from one basis state to another carries the sign of a hopping term $-t$ with $t \ge 0$, as for a single particle on a finite grid with the nearest-neighbour finite-difference kinetic energy, a local potential and no magnetic field. The diagonal entries, the on-site energies, are unrestricted. The condition refers to a chosen basis and is generally lost in another one.

State $j$ is linked to $i$ if there is a path $i = x_0, x_1, \dots, x_r = j$ with $x_s \ne x_{s+1}$ and $H_{x_s x_{s+1}} \ne 0$ at every step. The empty path $r = 0$ is allowed, so each state is linked to itself. The matrix is connected if every pair is linked; for symmetric $H$ this means that no reordering of the basis brings $H$ into block-diagonal form with two or more blocks, as a conserved quantity that is diagonal in this basis and not a multiple of the identity would.

The Gibbs state is $\rho = e^{-bH}/Z$. For stoquastic $H$ and $b > 0$, all entries of $\rho$ are nonnegative, and $\rho_{ij} > 0$ exactly when a path leads from $i$ to $j$. If $H$ is also symmetric and connected, $\rho$ is symmetric, has trace one, and has strictly positive entries.

## Shifting the energy zero

Choose a number $c$ with $c \ge H_{xx}$ for all $x$ and set $A = b\,(c\mathbb{1} - H)$, where $\mathbb{1}$ is the identity matrix. On the diagonal $A_{xx} = b\,(c - H_{xx}) \ge 0$. Off the diagonal $A_{xy} = -bH_{xy} \ge 0$, and since $b \ne 0$, $A_{xy}$ vanishes exactly when $H_{xy}$ does. So $A$ is entrywise nonnegative and has the same paths as $H$. Now $-bH = -bc\,\mathbb{1} + A$, and a multiple of the identity commutes with $A$, so
$$e^{-bH} = e^{-bc\,\mathbb{1}}\,e^{A} = e^{-bc}\,e^{A}.$$
The scalar $e^{-bc}$ is positive and changes no sign.

## Powers count paths

Everything about $A^k$ follows from $A^0 = \mathbb{1}$ and the recursion
$$(A^{k+1})_{ij} = \sum_l (A^k)_{il}\,A_{lj}.$$

First, $(A^k)_{ij} \ge 0$ for all $k$: the identity has entries $0$ and $1$, and each step sums products of nonnegative numbers.

Second, $(A^k)_{ij} \ne 0$ implies a path from $i$ to $j$. For $k = 0$ the entry is nonzero only if $i = j$. If $(A^{k+1})_{ij} \ne 0$, some term has both $(A^k)_{il} \ne 0$ and $A_{lj} \ne 0$. By induction a path leads from $i$ to $l$; either $l = j$, or the step $l \to j$ extends the path.

Third, a path from $i$ to $j$ makes some power positive at $(i,j)$. The empty path gives $(A^0)_{ii} = 1$. If $(A^k)_{im} > 0$ and the path continues by a step $m \to l$, then $A_{ml} > 0$ and $(A^{k+1})_{il} \ge (A^k)_{im}A_{ml} > 0$, because the omitted terms are nonnegative.

## From the series to the Gibbs state

The exponential series converges entry by entry:
$$(e^A)_{ij} = \sum_{k=0}^\infty \frac{(A^k)_{ij}}{k!}.$$
All terms are nonnegative, so the sum is. Without a path every term vanishes and the sum is zero. With a path one term is positive and the sum is at least that term. Multiplying by $e^{-bc}$ gives the same statements for $e^{-bH}$ and the paths of $H$.

Each diagonal entry of $e^{-bH}$ is positive by the empty path, and there is at least one, so $Z > 0$. Dividing by $Z$ preserves signs and gives $\operatorname{Tr}\rho = Z/Z = 1$. Finally $(e^{-bH})^T = e^{-bH^T}$, which equals $e^{-bH}$ for symmetric $H$, so $\rho^T = \rho$.

As an example take an open chain with sites $0, 1, 2$, hopping $H_{01} = H_{10} = H_{12} = H_{21} = -1$ and all other entries zero. With $c = 0$ one has $A_{02} = 0$, but $(A^2)_{02} = A_{01}A_{12} = b^2$, so the end-to-end entry of $e^{-bH}$ is at least $b^2/2$.

## Definitions and theorems in Lean

```lean
import Mathlib

open scoped Matrix

namespace StoquasticGibbs

noncomputable section

variable {n : Type*} [Fintype n] [DecidableEq n]

/-- A real Hamiltonian matrix is stoquastic if all off-diagonal entries are nonpositive. -/
def Stoquastic (H : Matrix n n ℝ) : Prop := ∀ i j, i ≠ j → H i j ≤ 0

/-- Basis state `j` is reached from `i` by a (possibly empty) path of nonzero
off-diagonal entries of `H`. -/
def Linked (H : Matrix n n ℝ) (i j : n) : Prop :=
  Relation.ReflTransGen (fun x y => x ≠ y ∧ H x y ≠ 0) i j

/-- The Boltzmann operator `exp (-b H)` at inverse temperature `b`. -/
def boltzmann (b : ℝ) (H : Matrix n n ℝ) : Matrix n n ℝ := NormedSpace.exp (-(b • H))

/-- The partition function `Z = Tr exp (-b H)`. -/
def partition (b : ℝ) (H : Matrix n n ℝ) : ℝ := (boltzmann b H).trace

/-- The Gibbs state `exp (-b H) / Z`. -/
def gibbs (b : ℝ) (H : Matrix n n ℝ) : Matrix n n ℝ := (partition b H)⁻¹ • boltzmann b H

/-- Nearest-neighbour hopping Hamiltonian of an open chain of three sites. -/
def chain : Matrix (Fin 3) (Fin 3) ℝ := !![0, -1, 0; -1, 0, -1; 0, -1, 0]

open scoped Matrix.Norms.Operator in
/-- The power series `∑ A^k / k!` converges to the matrix exponential of `A`. -/
theorem hasSum_exp (A : Matrix n n ℝ) :
    HasSum (fun k : ℕ => (k.factorial : ℝ)⁻¹ • A ^ k) (NormedSpace.exp A) := by
  exact NormedSpace.exp_series_hasSum_exp' (𝕂 := ℝ) A

/-- Powers of an entrywise nonnegative matrix are entrywise nonnegative. -/
theorem pow_entry_nonneg {A : Matrix n n ℝ} (hA : ∀ i j, 0 ≤ A i j) (k : ℕ) (i j : n) :
    0 ≤ (A ^ k) i j := by
  induction k generalizing j with
  | zero =>
    rw [pow_zero, Matrix.one_apply]
    split_ifs <;> norm_num
  | succ k ih =>
    rw [pow_succ, Matrix.mul_apply]
    exact Finset.sum_nonneg fun l _ => mul_nonneg (ih l) (hA l j)

/-- If the entry `(i, j)` of a power of `A` is nonzero, a path of nonzero off-diagonal
entries of `A` leads from `i` to `j`. -/
theorem linked_of_pow_ne_zero {A : Matrix n n ℝ} (k : ℕ) (i j : n) (h : (A ^ k) i j ≠ 0) :
    Linked A i j := by
  induction k generalizing j with
  | zero =>
    have hij : i = j := by
      by_contra hne
      exact h (by rw [pow_zero, Matrix.one_apply_ne hne])
    subst hij
    exact Relation.ReflTransGen.refl
  | succ k ih =>
    rw [pow_succ, Matrix.mul_apply] at h
    obtain ⟨l, -, hl⟩ := Finset.exists_ne_zero_of_sum_ne_zero h
    have h1 := ih l (left_ne_zero_of_mul hl)
    -- a diagonal factor stays at the same state, an off-diagonal one extends the path
    by_cases hlj : l = j
    · rw [← hlj]
      exact h1
    · exact Relation.ReflTransGen.tail h1 (And.intro hlj (right_ne_zero_of_mul hl))

/-- For entrywise nonnegative `A`, a path from `i` to `j` gives a power of `A` with a
strictly positive entry `(i, j)`. -/
theorem exists_pow_pos_of_linked {A : Matrix n n ℝ} (hA : ∀ i j, 0 ≤ A i j) {i j : n}
    (h : Linked A i j) : ∃ k : ℕ, 0 < (A ^ k) i j := by
  unfold Linked at h
  induction h with
  | refl => exact ⟨0, by simp⟩
  | @tail m l _ hml ih =>
    obtain ⟨k, hk⟩ := ih
    refine ⟨k + 1, ?_⟩
    rw [pow_succ, Matrix.mul_apply]
    have hpos : 0 < A m l := lt_of_le_of_ne (hA m l) (Ne.symm hml.2)
    exact lt_of_lt_of_le (mul_pos hk hpos)
      (Finset.single_le_sum (f := fun x => (A ^ k) i x * A x l)
        (fun x _ => mul_nonneg (pow_entry_nonneg hA k i x) (hA x l)) (Finset.mem_univ m))

/-- For entrywise nonnegative `A`, each entry `(i, j)` of `exp A` is nonnegative, and it is
positive exactly when a path leads from `i` to `j`. -/
theorem exp_entry {A : Matrix n n ℝ} (hA : ∀ i j, 0 ≤ A i j) (i j : n) :
    0 ≤ NormedSpace.exp A i j ∧ (0 < NormedSpace.exp A i j ↔ Linked A i j) := by
  have hs : HasSum (fun k : ℕ => (k.factorial : ℝ)⁻¹ * (A ^ k) i j) (NormedSpace.exp A i j) := by
    exact Pi.hasSum.1 (Pi.hasSum.1 (hasSum_exp A) i) j
  have hf : ∀ k : ℕ, 0 < (k.factorial : ℝ)⁻¹ := fun k =>
    inv_pos.2 (Nat.cast_pos.2 k.factorial_pos)
  have hterm : ∀ k : ℕ, 0 ≤ (k.factorial : ℝ)⁻¹ * (A ^ k) i j := fun k =>
    mul_nonneg (hf k).le (pow_entry_nonneg hA k i j)
  refine ⟨hs.nonneg hterm, fun h => ?_, fun h => ?_⟩
  · -- without a path every term of the series vanishes
    by_contra hn
    have hz : (fun k : ℕ => (k.factorial : ℝ)⁻¹ * (A ^ k) i j) = fun _ => 0 := by
      funext k
      have h0 : (A ^ k) i j = 0 := by
        by_contra h0
        exact hn (linked_of_pow_ne_zero k i j h0)
      rw [h0, mul_zero]
    rw [hz] at hs
    exact h.ne' (hs.unique hasSum_zero)
  · -- one positive term among nonnegative ones
    obtain ⟨k, hk⟩ := exists_pow_pos_of_linked hA h
    exact lt_of_lt_of_le (mul_pos (hf k) hk) (le_hasSum hs k fun l _ => hterm l)

/-- For stoquastic `H` and `b > 0`, each entry `(i, j)` of `exp (-b H)` is nonnegative, and
it is positive exactly when a path leads from `i` to `j`. -/
theorem boltzmann_entry {H : Matrix n n ℝ} (hH : Stoquastic H) {b : ℝ} (hb : 0 < b) (i j : n) :
    0 ≤ boltzmann b H i j ∧ (0 < boltzmann b H i j ↔ Linked H i j) := by
  -- shift the energy zero above all diagonal entries
  obtain ⟨c, hc⟩ : ∃ c : ℝ, ∀ x, H x x ≤ c :=
    ⟨∑ x, |H x x|, fun x => (le_abs_self _).trans
      (Finset.single_le_sum (f := fun y => |H y y|) (fun y _ => abs_nonneg _)
        (Finset.mem_univ x))⟩
  obtain ⟨A, hAdef⟩ : ∃ A : Matrix n n ℝ, A = b • (c • (1 : Matrix n n ℝ) - H) := ⟨_, rfl⟩
  have hoff : ∀ x y, x ≠ y → A x y = -(b * H x y) := by
    intro x y h
    simp only [hAdef, Matrix.smul_apply, Matrix.sub_apply, Matrix.one_apply_ne h, smul_eq_mul,
      mul_zero, zero_sub, mul_neg]
  have hA : ∀ x y, 0 ≤ A x y := by
    intro x y
    by_cases h : x = y
    · subst h
      simp only [hAdef, Matrix.smul_apply, Matrix.sub_apply, Matrix.one_apply_eq, smul_eq_mul,
        mul_one]
      exact mul_nonneg hb.le (sub_nonneg.2 (hc x))
    · rw [hoff x y h]
      nlinarith [hH x y h]
  have hrel : (fun x y => x ≠ y ∧ A x y ≠ 0) = fun x y => x ≠ y ∧ H x y ≠ 0 := by
    funext x y
    refine propext (and_congr_right fun h => ?_)
    rw [hoff x y h]
    simp [hb.ne']
  have hlink : Linked A i j ↔ Linked H i j := by
    unfold Linked
    rw [hrel]
  -- the shift only contributes a positive scalar factor
  have hscal : ∀ r : ℝ, NormedSpace.exp (r • (1 : Matrix n n ℝ))
      = Real.exp r • (1 : Matrix n n ℝ) := by
    intro r
    have hr : HasSum (fun k : ℕ => (k.factorial : ℝ)⁻¹ • r ^ k) (NormedSpace.exp r) := by
      exact NormedSpace.exp_series_hasSum_exp' (𝕂 := ℝ) r
    have h2 := hasSum_exp (r • (1 : Matrix n n ℝ))
    have e : (fun k : ℕ => (k.factorial : ℝ)⁻¹ • (r • (1 : Matrix n n ℝ)) ^ k)
        = fun k : ℕ => ((k.factorial : ℝ)⁻¹ • r ^ k) • (1 : Matrix n n ℝ) := by
      funext k
      rw [_root_.smul_pow, one_pow, smul_assoc]
    rw [e] at h2
    rw [Real.exp_eq_exp_ℝ]
    exact h2.unique (hr.smul_const (1 : Matrix n n ℝ))
  have hsplit : -(b • H) = (-(b * c)) • (1 : Matrix n n ℝ) + A := by
    rw [hAdef]
    module
  have hcomm : Commute ((-(b * c)) • (1 : Matrix n n ℝ)) A :=
    (Commute.one_left A).smul_left _
  have hB : boltzmann b H i j = Real.exp (-(b * c)) * NormedSpace.exp A i j := by
    unfold boltzmann
    rw [hsplit, Matrix.exp_add_of_commute _ _ hcomm, hscal, Matrix.smul_mul, Matrix.one_mul,
      Matrix.smul_apply, smul_eq_mul]
  obtain ⟨h0, h1⟩ := exp_entry hA i j
  rw [hB, mul_pos_iff_of_pos_left (Real.exp_pos _), h1, hlink]
  exact ⟨mul_nonneg (Real.exp_pos _).le h0, Iff.rfl⟩

/-- For stoquastic `H` on a nonempty basis and `b > 0` the partition function is positive. -/
theorem partition_pos [Nonempty n] {H : Matrix n n ℝ} (hH : Stoquastic H) {b : ℝ}
    (hb : 0 < b) : 0 < partition b H :=
  Finset.sum_pos (fun i _ => (boltzmann_entry hH hb i i).2.2 Relation.ReflTransGen.refl)
    Finset.univ_nonempty

/-- For stoquastic `H` and `b > 0`, each entry `(i, j)` of the Gibbs state is nonnegative,
and it is positive exactly when a path leads from `i` to `j`. -/
theorem gibbs_entry [Nonempty n] {H : Matrix n n ℝ} (hH : Stoquastic H) {b : ℝ} (hb : 0 < b)
    (i j : n) : 0 ≤ gibbs b H i j ∧ (0 < gibbs b H i j ↔ Linked H i j) := by
  have hZ := inv_pos.2 (partition_pos hH hb)
  obtain ⟨h0, h1⟩ := boltzmann_entry hH hb i j
  unfold gibbs
  rw [Matrix.smul_apply, smul_eq_mul, mul_pos_iff_of_pos_left hZ]
  exact ⟨mul_nonneg hZ.le h0, h1⟩

/-- For a symmetric stoquastic `H` in which any two basis states are joined by a path, and
`b > 0`, the Gibbs state is symmetric, has unit trace, and all its entries are positive. -/
theorem gibbs_pos [Nonempty n] {H : Matrix n n ℝ} (hs : H.IsSymm) (hH : Stoquastic H)
    (hconn : ∀ i j, Linked H i j) {b : ℝ} (hb : 0 < b) :
    (gibbs b H).IsSymm ∧ (gibbs b H).trace = 1 ∧ ∀ i j, 0 < gibbs b H i j := by
  refine ⟨?_, ?_, fun i j => (gibbs_entry hH hb i j).2.2 (hconn i j)⟩
  · have hB : (boltzmann b H)ᵀ = boltzmann b H := by
      unfold boltzmann
      rw [← Matrix.exp_transpose, Matrix.transpose_neg, Matrix.transpose_smul, hs.eq]
    unfold gibbs Matrix.IsSymm
    rw [Matrix.transpose_smul, hB]
  · unfold gibbs
    rw [Matrix.trace_smul, smul_eq_mul]
    exact inv_mul_cancel₀ (partition_pos hH hb).ne'

/-- The three-site chain is symmetric and stoquastic, any two sites are joined by a path,
and its end-to-end entry vanishes. -/
theorem gibbs_pos_witness :
    chain.IsSymm ∧ Stoquastic chain ∧ (∀ i j, Linked chain i j) ∧ chain 0 2 = 0 := by
  have step : ∀ x y, x ≠ y → chain x y ≠ 0 → Linked chain x y := fun x y h1 h2 =>
    Relation.ReflTransGen.single (And.intro h1 h2)
  have h01 := step 0 1 (by decide) (by simp [chain])
  have h10 := step 1 0 (by decide) (by simp [chain])
  have h12 := step 1 2 (by decide) (by simp [chain])
  have h21 := step 2 1 (by decide) (by simp [chain])
  have h02 : Linked chain 0 2 := Relation.ReflTransGen.trans h01 h12
  have h20 : Linked chain 2 0 := Relation.ReflTransGen.trans h21 h10
  refine ⟨?_, ?_, ?_, by simp [chain]⟩
  · unfold Matrix.IsSymm
    ext i j
    fin_cases i <;> fin_cases j <;> simp [chain]
  · intro i j _
    fin_cases i <;> fin_cases j <;> simp [chain]
  · intro i j
    fin_cases i <;> fin_cases j <;>
      first
        | exact Relation.ReflTransGen.refl
        | exact h01 | exact h10 | exact h12 | exact h21 | exact h02 | exact h20

end

end StoquasticGibbs
```

```lean
#print axioms StoquasticGibbs.gibbs_pos
-- 'StoquasticGibbs.gibbs_pos' depends on axioms: [propext, Classical.choice, Quot.sound]
```

## What the theorems state

The basis is a finite type `n` and the Hamiltonian is a `Matrix n n ℝ`, with `H i j` the entry $H_{ij}$. `Stoquastic H` is the sign condition and `Linked H i j` the existence of a path from $i$ to $j$, a step $x \to y$ using row $x$ and column $y$; for a matrix that is not symmetric the direction matters. `boltzmann b H` is `NormedSpace.exp (-(b • H))`, the exponential given by the power series, with $b$ in inverse units of the entries of $H$. `partition b H` is its trace and `gibbs b H` is $Z^{-1}e^{-bH}$.

`gibbs_entry` assumes `Nonempty n`, `Stoquastic H` and `0 < b`, and concludes $\rho_{ij} \ge 0$ together with the equivalence of $\rho_{ij} > 0$ and `Linked H i j`. It does not assume symmetry. `gibbs_pos` adds `H.IsSymm` and `∀ i j, Linked H i j` and concludes symmetry, unit trace and strict positivity of all entries. With a single basis state the sign and path conditions hold trivially and $\rho$ is the number $1$. At $b = 0$ the state is a multiple of the identity, whose off-diagonal entries vanish, which is why $b$ is taken strictly positive. `gibbs_pos_witness` shows that `chain`, the three-site example, is symmetric, stoquastic and connected while `chain 0 2 = 0`, so `gibbs_pos` applies to a matrix with a vanishing off-diagonal entry.

The sign condition and connectedness are assumed, not derived from a model. The matrices are real and finite, and $b$ is finite. Positivity is meant entry by entry in the given basis: the theorems do not state that the eigenvalues of $\rho$ are positive, and they say nothing about the limit $b \to \infty$ or the ground state.

## How the lemmas follow the calculation

`hasSum_exp` states that $\sum_k A^k/k!$ converges to $e^A$, taken from Mathlib's result for complete normed algebras after an operator norm on matrices is switched on for this one theorem. The three facts on powers are `pow_entry_nonneg`, `linked_of_pow_ne_zero` and `exists_pow_pos_of_linked`; in each, `pow_succ` and `Matrix.mul_apply` produce the recursion. The nonzero term of the sum comes from `Finset.exists_ne_zero_of_sum_ne_zero`, and the bound of the sum by one term from `Finset.single_le_sum`.

In `exp_entry`, two uses of `Pi.hasSum` pass to row $i$ and then column $j$. Nonnegativity is `hs.nonneg hterm`. Without a path, `hz` turns the series into the zero series and `hs.unique hasSum_zero` identifies the sum as zero. With a path, `le_hasSum` bounds the sum below by its positive term.

`boltzmann_entry` carries out the shift with $c = \sum_x |H_{xx}|$. There `hoff` and `hA` give the entries of $A$ and their signs, `hscal` proves $e^{r\mathbb{1}} = e^r\mathbb{1}$ for real $r$ by comparing series, and `Matrix.exp_add_of_commute` factorises the exponential in `hB`. `partition_pos` sums the positive diagonal, and `gibbs_entry` multiplies by $Z^{-1} > 0$. In `gibbs_pos` the hypothesis `hs` is used only for symmetry, through `Matrix.exp_transpose`, and the trace is `inv_mul_cancel₀`.

## Paths as an inductive relation

The equivalence between positivity and paths rests on `Relation.ReflTransGen`, the reflexive and transitive closure of a relation, here "$x \ne y$ and $H_{xy} \ne 0$". It is an inductive proposition with two constructors: `refl` links a state to itself, and `tail` takes a path from $i$ to $m$ and one step from $m$ to $l$ and yields a path from $i$ to $l$. The starting point stays fixed and the endpoint moves.

This matches $A^{k+1} = A^k A$, which adds the new factor on the right. In `linked_of_pow_ne_zero` the induction runs over $k$, with `generalizing j` so that the hypothesis is available at the intermediate state $l$, and the constructors build the path. In `exists_pow_pos_of_linked` the induction runs over the path itself: the case `refl` supplies $k = 0$ and the case `tail` raises $k$ to $k + 1$. The proposition records no list of states and no length, so the exponent appears as `∃ k : ℕ` in the conclusion. Since `Linked` depends on the matrix only through the step relation, `hrel` shows that the relations for $A$ and $H$ are equal, and `hlink` transfers all paths at once by rewriting.
